# Second derivative of the unrestricted Hartree–Fock energy along a spin-opposed rotation of two orbitals

## Orbitals, integrals and the rotation

Let $g$ and $u$ be two real orthonormal orbitals, such as the bonding and antibonding orbitals of minimal-basis H$_2$. The one-electron integrals are $h_{pq}$. The repulsion integrals $(pq|rs)$ are in charge-density order: $p,q$ belong to one electron and $r,s$ to the other. Write

$$J_{gg}=(gg|gg),\quad J_{uu}=(uu|uu),\quad J_{gu}=(gg|uu),\quad K_{gu}=(gu|gu).$$

Over real orbitals $(pq|rs)$ is unchanged by exchange within a pair and by exchange of the two pairs, which is the eightfold symmetry.

One electron of each spin is placed in

$$a=c\,g+s\,u\ \ (\text{up}),\qquad b=c\,g-s\,u\ \ (\text{down}),\qquad c=\cos t,\ s=\sin t.$$

At $t=0$ both electrons occupy $g$, which is the restricted determinant. Let $a_p$ and $b_p$ be the coefficients of these orbitals on $p=g,u$, and let $P_{pq}=a_pa_q$ and $Q_{pq}=b_pb_q$. With the indices $p,q,r,s$ running over $g$ and $u$ (as an index, $s$ is not the sine), the unrestricted electronic energy is

$$E=\sum_{pq}(P+Q)_{pq}h_{pq}+\tfrac12\sum_{pqrs}\big[(P+Q)_{pq}(P+Q)_{rs}-P_{ps}P_{rq}-Q_{ps}Q_{rq}\big](pq|rs).$$

## The energy as a quartic

Since $P_{ps}P_{rq}=a_pa_sa_ra_q=P_{pq}P_{rs}$, each electron's exchange term cancels its self-repulsion. The two remaining cross terms are equal by exchange of the pairs, so the repulsion is $\sum P_{pq}Q_{rs}(pq|rs)$.

The two orbital densities are $A+B$ and $A-B$, with $A=c^2gg+s^2uu$ and $B=2cs\,gu$. Their repulsion is $(A+B|A-B)=(A|A)-(B|B)$, because $(A|B)=(B|A)$. The off-diagonal one-electron terms have opposite signs for the two spins and cancel as well. Hence

$$E(t)=2c^2h_{gg}+2s^2h_{uu}+c^4J_{gg}+s^4J_{uu}+(2J_{gu}-4K_{gu})c^2s^2.$$

Substitute $c^2=1-s^2$ and collect powers of $s^2$:

$$E(t)=E(0)+2\kappa\sin^2t+D\sin^4t,$$
$$\kappa=h_{uu}-h_{gg}-J_{gg}+J_{gu}-2K_{gu},\qquad D=J_{gg}+J_{uu}-2J_{gu}+4K_{gu}.$$

## Curvature, instability and the lower minimum

Differentiation gives $E'(t)=4\sin t\cos t\,(\kappa+D\sin^2t)$. At $t=0$ the factor $\sin t\cos t$ vanishes and has slope 1, so $E''(0)=4\kappa$.

If $\kappa<0$, then $E(t)-E(0)=\sin^2t\,(2\kappa+D\sin^2t)$ is negative for all small nonzero $t$, and the restricted determinant is not a local minimum.

For the converse, suppose that every real charge distribution has nonnegative electrostatic self-energy, as it does for the Coulomb interaction. The distribution $gg-uu$ gives $J_{gg}+J_{uu}-2J_{gu}\ge0$, and $gu+ug$ gives $4K_{gu}\ge0$. Their sum is $D\ge0$. If also $\kappa\ge0$, no angle lowers the energy.

If $\kappa<0$ and $-\kappa\le D$, complete the square:

$$E(t)=E(0)-\frac{\kappa^2}{D}+D\Big(\sin^2t+\frac{\kappa}{D}\Big)^2.$$

The minimum is at $\sin^2t=-\kappa/D$, which lies in $(0,1]$, and its depth is $\kappa^2/D$. At the endpoint $-\kappa=D$ both electrons are in $u$.

In electronic structure, this is the instability by which a minimal-basis H$_2$ calculation can pass from restricted to unrestricted orbitals as the bond is stretched, seen here along a one-parameter path.

## A repulsion that is not positive

Let $h_{uu}=1$, $J_{uu}=-3$, and let all other integrals vanish. The eightfold symmetry holds, but positivity fails. Now $\kappa=1$ and $D=-3$, so $E(t)=2\sin^2t-3\sin^4t$. The curvature at zero is positive, yet $E(\pi/2)=-1<E(0)=0$. A nonnegative $\kappa$ therefore no longer ensures the lowest energy along the path.

## The Hubbard dimer at strong repulsion

Take two sites with hopping $-\tau$ and on-site repulsion $U$, and let $g,u=(1,\pm1)/\sqrt2$. Then $\kappa=2\tau-U$ and $D=2U$. For $\tau>0$ the instability sets in at $U>2\tau$, with

$$\sin^2t=\frac{U-2\tau}{2U}$$

at the minimum. As $U/\tau\to\infty$ this tends to $1/2$, and the orbitals become $(g\pm u)/\sqrt2$, one on each site.

## Integrals and energies as Lean objects

The indices `0` and `1` of `Fin 2` stand for $g$ and $u$. Thus `h 0 0` is $h_{gg}$, `V 0 0 1 1` is $J_{gu}$ and `V 0 1 0 1` is $K_{gu}$. The arrays `h` and `V` are arbitrary real inputs, subject to `EightfoldSymmetric V` and, in `restricted_minimum_iff` only, to `CoulombPositive V`. Both conditions are assumed of the integrals and not derived from orbital functions.

`energy h V t` is $E(t)$, `kappa h V` is $\kappa$ and `quartic V` is $D$. The theorem `energy_second_derivative` says that the derivative function of the energy has derivative $4\kappa$ at zero, with $\kappa$ written out. `restricted_unstable` denies a local minimum when $\kappa<0$. `restricted_minimum_iff` compares $E(0)$ with the energy at every angle, and `unrestricted_minimum` supplies an angle that attains the lower minimum.

There is no overlap matrix, so the basis is taken to be orthonormal, and the nuclear repulsion, constant in $t$, is left out. Inversion symmetry is not imposed. For H$_2$ it makes the doubly occupied $g$ a restricted solution; for general integrals, $t=0$ is only a stationary point of this path. Independent rotations of the two spin orbitals are not considered.

The array `site` holds the amplitudes without their factor $1/\sqrt2$; the prefactors in `dimerH` and `dimerV` restore the normalisation.

```lean
import Mathlib

open Filter Topology

namespace MinimalBasisUHF

noncomputable section

/-- The permutation symmetry of the integrals `V p q r s = (pq|rs)` over real orbitals;
the two listed exchanges generate all eight. -/
structure EightfoldSymmetric (V : Fin 2 → Fin 2 → Fin 2 → Fin 2 → ℝ) : Prop where
  bra : ∀ p q r s, V p q r s = V q p r s
  swap : ∀ p q r s, V p q r s = V r s p q

/-- Every real charge distribution in the basis has nonnegative Coulomb self-repulsion. -/
def CoulombPositive (V : Fin 2 → Fin 2 → Fin 2 → Fin 2 → ℝ) : Prop :=
  ∀ ρ : Fin 2 → Fin 2 → ℝ, 0 ≤ ∑ p, ∑ q, ∑ r, ∑ s, ρ p q * ρ r s * V p q r s

/-- The density matrix of one electron in the real orbital with coefficients `a`. -/
def density (a : Fin 2 → ℝ) (p q : Fin 2) : ℝ := a p * a q

/-- The unrestricted Hartree-Fock electronic energy of the spin-up density `P` and the
spin-down density `Q`: one-electron, direct and same-spin exchange terms. -/
def uhfEnergy (h : Fin 2 → Fin 2 → ℝ) (V : Fin 2 → Fin 2 → Fin 2 → Fin 2 → ℝ)
    (P Q : Fin 2 → Fin 2 → ℝ) : ℝ :=
  (∑ p, ∑ q, (P p q + Q p q) * h p q) +
    1 / 2 * (∑ p, ∑ q, ∑ r, ∑ s, ((P p q + Q p q) * (P r s + Q r s)
      - P p s * P r q - Q p s * Q r q) * V p q r s)

/-- The spin-up orbital `cos t g + sin t u`. -/
def upOrbital (t : ℝ) : Fin 2 → ℝ := ![Real.cos t, Real.sin t]

/-- The spin-down orbital `cos t g - sin t u`. -/
def downOrbital (t : ℝ) : Fin 2 → ℝ := ![Real.cos t, -Real.sin t]

/-- The unrestricted energy with one electron in each of the two rotated orbitals. -/
def energy (h : Fin 2 → Fin 2 → ℝ) (V : Fin 2 → Fin 2 → Fin 2 → Fin 2 → ℝ) (t : ℝ) : ℝ :=
  uhfEnergy h V (density (upOrbital t)) (density (downOrbital t))

/-- The stability parameter `κ = h_uu - h_gg - J_gg + J_gu - 2 K_gu`, where `g` and `u` have the
indices 0 and 1. -/
def kappa (h : Fin 2 → Fin 2 → ℝ) (V : Fin 2 → Fin 2 → Fin 2 → Fin 2 → ℝ) : ℝ :=
  h 1 1 - h 0 0 - V 0 0 0 0 + V 0 0 1 1 - 2 * V 0 1 0 1

/-- The quartic coefficient `D = J_gg + J_uu - 2 J_gu + 4 K_gu`, where `g` and `u` have the indices
0 and 1. -/
def quartic (V : Fin 2 → Fin 2 → Fin 2 → Fin 2 → ℝ) : ℝ :=
  V 0 0 0 0 + V 1 1 1 1 - 2 * V 0 0 1 1 + 4 * V 0 1 0 1

variable {h : Fin 2 → Fin 2 → ℝ} {V : Fin 2 → Fin 2 → Fin 2 → Fin 2 → ℝ}

/-- For eightfold symmetric integrals and one electron of each spin, the energy is the two
one-electron energies given by `h` plus the repulsion between the two orbital densities. -/
theorem uhfEnergy_opposite_spins (hV : EightfoldSymmetric V) (a b : Fin 2 → ℝ) :
    uhfEnergy h V (density a) (density b) =
      (∑ p, ∑ q, a p * a q * h p q) + (∑ p, ∑ q, b p * b q * h p q) +
        ∑ p, ∑ q, ∑ r, ∑ s, a p * a q * (b r * b s) * V p q r s := by
  simp only [uhfEnergy, density, Fin.sum_univ_two]
  -- identify the integrals that differ by exchange of the two electrons
  rw [hV.swap 0 1 0 0, hV.swap 1 0 0 0, hV.swap 1 1 0 0, hV.swap 1 0 0 1,
    hV.swap 1 1 0 1, hV.swap 1 1 1 0]
  ring

/-- For eightfold symmetric integrals, the energy of the rotated orbitals is
`2c² h_gg + 2s² h_uu + c⁴ J_gg + s⁴ J_uu + (2 J_gu - 4 K_gu) c²s²`, with `c = cos t` and
`s = sin t`, where `g` and `u` have the indices 0 and 1. -/
theorem energy_formula (hV : EightfoldSymmetric V) (t : ℝ) :
    energy h V t = 2 * Real.cos t ^ 2 * h 0 0 + 2 * Real.sin t ^ 2 * h 1 1
      + Real.cos t ^ 4 * V 0 0 0 0 + Real.sin t ^ 4 * V 1 1 1 1
      + (2 * V 0 0 1 1 - 4 * V 0 1 0 1) * (Real.cos t ^ 2 * Real.sin t ^ 2) := by
  have ket : ∀ p q r s, V p q r s = V p q s r := fun p q r s =>
    (hV.swap p q r s).trans ((hV.bra r s p q).trans (hV.swap s r p q))
  have a0 : upOrbital t 0 = Real.cos t := rfl
  have a1 : upOrbital t 1 = Real.sin t := rfl
  have b0 : downOrbital t 0 = Real.cos t := rfl
  have b1 : downOrbital t 1 = -Real.sin t := rfl
  rw [energy, uhfEnergy_opposite_spins hV]
  simp only [Fin.sum_univ_two, a0, a1, b0, b1]
  -- reduce the sixteen integrals to six independent ones
  rw [hV.bra 1 0 0 0, hV.bra 1 0 0 1, hV.bra 1 0 1 0, hV.bra 1 0 1 1,
    ket 0 0 1 0, ket 0 1 1 0, ket 1 1 1 0,
    hV.swap 0 1 0 0, hV.swap 1 1 0 0, hV.swap 1 1 0 1]
  ring

/-- For eightfold symmetric integrals, the energy relative to the restricted determinant at `t = 0`
is `2κ sin² t + D sin⁴ t`. -/
theorem energy_eq_sin (hV : EightfoldSymmetric V) (t : ℝ) :
    energy h V t = energy h V 0 + 2 * kappa h V * Real.sin t ^ 2
      + quartic V * Real.sin t ^ 4 := by
  have c2 : Real.cos t ^ 2 = 1 - Real.sin t ^ 2 := Real.cos_sq' t
  have c4 : Real.cos t ^ 4 = (1 - Real.sin t ^ 2) ^ 2 := by rw [← c2]; ring
  rw [energy_formula hV t, energy_formula hV 0, c4, c2, Real.cos_zero, Real.sin_zero,
    kappa, quartic]
  ring

/-- For eightfold symmetric integrals, the slope of the energy along the orbital rotation is
`4 sin t cos t (κ + D sin² t)`. -/
theorem energy_hasDerivAt (hV : EightfoldSymmetric V) (t : ℝ) :
    HasDerivAt (energy h V) (4 * (Real.sin t * Real.cos t *
      (kappa h V + quartic V * (Real.sin t * Real.sin t)))) t := by
  have hs := Real.hasDerivAt_sin t
  have q2 : HasDerivAt (fun y => Real.sin y * Real.sin y) (2 * Real.sin t * Real.cos t) t :=
    (hs.fun_mul hs).congr_deriv (by ring)
  have q4 : HasDerivAt (fun y => (Real.sin y * Real.sin y) * (Real.sin y * Real.sin y))
      (2 * Real.sin t * Real.cos t * (Real.sin t * Real.sin t)
        + Real.sin t * Real.sin t * (2 * Real.sin t * Real.cos t)) t := q2.fun_mul q2
  have hE : energy h V = fun y => energy h V 0 + (2 * kappa h V * (Real.sin y * Real.sin y)
      + quartic V * ((Real.sin y * Real.sin y) * (Real.sin y * Real.sin y))) := by
    funext y
    rw [energy_eq_sin hV y]
    ring
  rw [hE]
  exact (((q2.const_mul (2 * kappa h V)).fun_add (q4.const_mul (quartic V))).const_add
    (energy h V 0)).congr_deriv (by ring)

/-- For eightfold symmetric integrals, the second derivative of the energy at `t = 0` is
`4 (h_uu - h_gg - J_gg + J_gu - 2 K_gu)`, where `g` and `u` have the indices 0 and 1. -/
theorem energy_second_derivative (hV : EightfoldSymmetric V) :
    HasDerivAt (deriv (energy h V))
      (4 * (h 1 1 - h 0 0 - V 0 0 0 0 + V 0 0 1 1 - 2 * V 0 1 0 1)) 0 := by
  have hd : deriv (energy h V) = fun t => 4 * (Real.sin t * Real.cos t *
      (kappa h V + quartic V * (Real.sin t * Real.sin t))) :=
    funext fun t => (energy_hasDerivAt hV t).deriv
  have hs := Real.hasDerivAt_sin 0
  have hc := Real.hasDerivAt_cos 0
  rw [hd]
  refine (((hs.fun_mul hc).fun_mul (((hs.fun_mul hs).const_mul (quartic V)).const_add
    (kappa h V))).const_mul 4).congr_deriv ?_
  simp only [Real.sin_zero, Real.cos_zero, kappa]
  ring

/-- For eightfold symmetric integrals with `κ < 0`, the restricted determinant at `t = 0` is not a
local minimum of the energy along the orbital rotation. -/
theorem restricted_unstable (hV : EightfoldSymmetric V) (hk : kappa h V < 0) :
    ¬ IsLocalMin (energy h V) 0 := by
  intro hmin
  have hcont : Continuous fun t : ℝ => 2 * kappa h V + quartic V * Real.sin t ^ 2 :=
    continuous_const.add (continuous_const.mul (Real.continuous_sin.pow 2))
  have hneg : ∀ᶠ t in 𝓝 (0 : ℝ), 2 * kappa h V + quartic V * Real.sin t ^ 2 < 0 :=
    hcont.continuousAt.eventually_lt continuousAt_const (by simp; linarith)
  have hmin' : ∀ᶠ t in 𝓝 (0 : ℝ), energy h V 0 ≤ energy h V t := hmin
  have hpos : ∀ᶠ t in 𝓝[>] (0 : ℝ), t ∈ Set.Ioo 0 Real.pi := Ioo_mem_nhdsGT Real.pi_pos
  -- pick a small positive angle at which the energy is strictly lower
  obtain ⟨t, ⟨h1, h2⟩, h3⟩ :=
    (((hmin'.and hneg).filter_mono nhdsWithin_le_nhds).and hpos).exists
  have hsin : 0 < Real.sin t ^ 2 := pow_pos (Real.sin_pos_of_pos_of_lt_pi h3.1 h3.2) 2
  have hE := energy_eq_sin (h := h) hV t
  have hprod := mul_neg_of_pos_of_neg hsin h2
  linarith [show Real.sin t ^ 2 * (2 * kappa h V + quartic V * Real.sin t ^ 2)
    = 2 * kappa h V * Real.sin t ^ 2 + quartic V * Real.sin t ^ 4 by ring]

/-- For eightfold symmetric integrals of a positive Coulomb repulsion, the restricted determinant at
`t = 0` has the lowest energy along the orbital rotation exactly when `κ ≥ 0`. -/
theorem restricted_minimum_iff (hV : EightfoldSymmetric V) (hP : CoulombPositive V) :
    (∀ t, energy h V 0 ≤ energy h V t) ↔ 0 ≤ kappa h V := by
  constructor
  · intro hmin
    by_contra hk
    exact restricted_unstable hV (not_le.mp hk) (Eventually.of_forall hmin)
  · intro hk t
    -- the charge distributions gg - uu and gu + ug show that D is nonnegative
    have h1 := hP ![![1, 0], ![0, -1]]
    have h2 := hP ![![0, 1], ![1, 0]]
    simp [Fin.sum_univ_two] at h1 h2
    have hD : 0 ≤ quartic V := by
      unfold quartic
      linarith [hV.swap 1 1 0 0, hV.bra 1 0 0 1, hV.bra 1 0 1 0, hV.swap 0 1 1 0]
    rw [energy_eq_sin hV t]
    have h3 : 0 ≤ 2 * kappa h V * Real.sin t ^ 2 := by positivity
    have h4 : 0 ≤ quartic V * Real.sin t ^ 4 := by positivity
    linarith

/-- For eightfold symmetric integrals with `κ < 0` and `-κ ≤ D`, the lowest energy along the
rotation is reached where `D sin² t = -κ`, and lies `κ²/D` below the energy of the restricted
determinant at angle zero. -/
theorem unrestricted_minimum (hV : EightfoldSymmetric V) (hk : kappa h V < 0)
    (hkD : -kappa h V ≤ quartic V) :
    ∃ t, quartic V * Real.sin t ^ 2 = -kappa h V ∧
      energy h V t = energy h V 0 - kappa h V ^ 2 / quartic V ∧
      ∀ t', energy h V t ≤ energy h V t' := by
  have hD : 0 < quartic V := by linarith
  obtain ⟨r, hr⟩ : ∃ r, kappa h V = r * quartic V :=
    ⟨kappa h V / quartic V, (div_mul_cancel₀ _ hD.ne').symm⟩
  have hq : kappa h V ^ 2 / quartic V = r ^ 2 * quartic V := by
    rw [hr, div_eq_iff hD.ne']
    ring
  have hr0 : 0 ≤ -r := by
    by_contra hc
    nlinarith
  have hr1 : -r ≤ 1 := by
    by_contra hc
    nlinarith
  -- complete the square in sin² t
  have hsq : ∀ t, energy h V t = energy h V 0 - kappa h V ^ 2 / quartic V
      + quartic V * (Real.sin t ^ 2 + r) ^ 2 := fun t => by
    linear_combination energy_eq_sin (h := h) hV t + hq + 2 * Real.sin t ^ 2 * hr
  have hs : Real.sin (Real.arcsin (Real.sqrt (-r))) ^ 2 = -r := by
    rw [Real.sin_arcsin (by linarith [Real.sqrt_nonneg (-r)])
      (Real.sqrt_le_iff.mpr ⟨zero_le_one, by linarith⟩), Real.sq_sqrt hr0]
  have hE : energy h V (Real.arcsin (Real.sqrt (-r)))
      = energy h V 0 - kappa h V ^ 2 / quartic V := by
    rw [hsq, hs]
    ring
  refine ⟨Real.arcsin (Real.sqrt (-r)), by rw [hs, hr]; ring, hE, fun t' => ?_⟩
  rw [hE, hsq t']
  have : 0 ≤ quartic V * (Real.sin t' ^ 2 + r) ^ 2 := by positivity
  linarith

/-- The amplitude of `g` or `u` (second index) on each of two sites, times `√2`. -/
def site : Fin 2 → Fin 2 → ℝ := ![![1, 1], ![1, -1]]

/-- Hopping `-τ` between the two sites, written in the basis `g`, `u`. -/
def dimerH (τ : ℝ) (p q : Fin 2) : ℝ :=
  -(τ / 2) * (site 0 p * site 1 q + site 1 p * site 0 q)

/-- On-site repulsion `U` on the two sites, written in the basis `g`, `u`. -/
def dimerV (U : ℝ) (p q r s : Fin 2) : ℝ :=
  U / 4 * ∑ i, site i p * site i q * site i r * site i s

/-- The Hubbard dimer with `U ≥ 0` has eightfold symmetric integrals and a positive repulsion,
with `κ = 2τ - U` and `D = 2U`. -/
theorem hubbardDimer_witness (τ U : ℝ) (hU : 0 ≤ U) :
    EightfoldSymmetric (dimerV U) ∧ CoulombPositive (dimerV U) ∧
      kappa (dimerH τ) (dimerV U) = 2 * τ - U ∧ quartic (dimerV U) = 2 * U := by
  have s00 : site 0 0 = 1 := rfl
  have s01 : site 0 1 = 1 := rfl
  have s10 : site 1 0 = 1 := rfl
  have s11 : site 1 1 = -1 := rfl
  refine ⟨⟨fun p q r s => ?_, fun p q r s => ?_⟩, fun ρ => ?_, ?_, ?_⟩
  · simp only [dimerV, Fin.sum_univ_two]
    ring
  · simp only [dimerV, Fin.sum_univ_two]
    ring
  · -- the repulsion is a sum of squared site charges
    have hsum : ∑ p, ∑ q, ∑ r, ∑ s, ρ p q * ρ r s * dimerV U p q r s =
        U / 4 * ((ρ 0 0 + ρ 0 1 + ρ 1 0 + ρ 1 1) ^ 2
          + (ρ 0 0 - ρ 0 1 - ρ 1 0 + ρ 1 1) ^ 2) := by
      simp only [dimerV, Fin.sum_univ_two, s00, s01, s10, s11]
      ring
    rw [hsum]
    positivity
  · simp only [kappa, dimerH, dimerV, Fin.sum_univ_two, s00, s01, s10, s11]
    ring
  · simp only [quartic, dimerV, Fin.sum_univ_two, s00, s01, s10, s11]
    ring

end

end MinimalBasisUHF
```

```lean
#print axioms MinimalBasisUHF.energy_second_derivative
#print axioms MinimalBasisUHF.restricted_minimum_iff
#print axioms MinimalBasisUHF.unrestricted_minimum
```

```
'MinimalBasisUHF.energy_second_derivative' depends on axioms: [propext, Classical.choice, Quot.sound]
'MinimalBasisUHF.restricted_minimum_iff' depends on axioms: [propext, Classical.choice, Quot.sound]
'MinimalBasisUHF.unrestricted_minimum' depends on axioms: [propext, Classical.choice, Quot.sound]
```

## From the sixteen integrals to the minimum

`uhfEnergy_opposite_spins` is the cancellation of self-exchange. It expands the sums, identifies integrals related by exchange of the pairs, and leaves the polynomial identity to `ring`.

In `energy_formula`, the auxiliary fact `ket` derives exchange within the second pair from the two assumed symmetries. The rewrites then reduce sixteen integrals to six: the four named above, $(gg|gu)$ and $(gu|uu)$. The last two drop out in `ring`, as $(A|B)-(B|A)$ did by hand. `energy_eq_sin` substitutes $\cos^2t=1-\sin^2t$.

`energy_hasDerivAt` writes the powers of the sine as products and applies the product rule. Because it gives the slope at every angle, `energy_second_derivative` can replace `deriv (energy h V)` by the explicit formula and differentiate once more at zero.

For `restricted_unstable`, continuity keeps $2\kappa+D\sin^2t$ negative near zero. A supposed local minimum would also give $E(0)\le E(t)$ near zero. The proof picks an angle in $(0,\pi)$ where both hold; there $\sin^2t>0$, and the two inequalities contradict each other.

One direction of `restricted_minimum_iff` follows from that theorem. The other applies positivity to the arrays for $gg-uu$ and $gu+ug$, obtains $D\ge0$, and adds two nonnegative terms.

`unrestricted_minimum` sets $r=\kappa/D$ and proves the completed square as `hsq`. The bounds $0\le-r\le1$ allow the angle $\arcsin\sqrt{-r}$, whose squared sine is $-r$. The square vanishes there and is nonnegative elsewhere.

`hubbardDimer_witness` checks the symmetries and the values of $\kappa$ and $D$ by expansion. For positivity it writes the repulsion as $U/4$ times a sum of two squares, one for each site, which is where $U\ge0$ enters.
